# When N identical lossless cells in one channel transmit perfectly

Take a wave in one channel that meets two identical scatterers. Let each, together with the free path up to the next one, act on the pair (right-moving amplitude, left-moving amplitude) through

$$M=\begin{pmatrix} i\alpha & b\\ \bar b & -i\alpha\end{pmatrix},\qquad \alpha\in\mathbb R,\quad \alpha^2-|b|^2=1 .$$

One scatterer alone reflects whenever $b\neq 0$. For the pair, the upper right entry of $M^2$ is $i\alpha b-i\alpha b=0$, and the upper left entry is $-\alpha^2+|b|^2=-1$. Hence $M^2=-\mathbb 1$: the pair reflects nothing, and the wave leaves with only its sign changed. The problems below treat $N$ cells and more general $a$.

```lean
import Mathlib

open Matrix ComplexConjugate

namespace PeriodicTransferMatrix

noncomputable section
```

A general cell has complex parameters $a$ and $b$:

$$M=\begin{pmatrix} a & b\\ \bar b & \bar a\end{pmatrix},\qquad |a|^2-|b|^2=1 .$$

It takes the amplitudes on its left to those on its right. The conjugate pairs in the matrix express time-reversal symmetry, and the condition on $a$ and $b$ then expresses flux conservation. The model is non-interacting, at fixed energy, with no loss and with the same lead on both sides. In Lean the matrix is `cell a b`, and the condition is a hypothesis `h` of each theorem, not part of the definition.

```lean
/-- The transfer matrix of one cell, acting on the pair (right-moving amplitude,
left-moving amplitude). -/
def cell (a b : ℂ) : Matrix (Fin 2) (Fin 2) ℂ := !![a, b; conj b, conj a]
```

Rows and columns are numbered 0 and 1 here, as in Lean; the comments in the code count from 1, so their ₂₂ is the entry `1 1`. The transmission of $N$ cells is defined as $T_N=1/|(M^N)_{11}|^2$. Part (d) connects this definition with a scattering experiment.

```lean
/-- The transmission probability of `N` identical cells in a row, `1 / |(M ^ N)₂₂|²`. -/
def transmission (a b : ℂ) (N : ℕ) : ℝ := 1 / ‖(cell a b ^ N) 1 1‖ ^ 2
```

## (a) The flux condition without absolute values

Write the condition on $a$ and $b$ as an equation between complex numbers:

$$a\bar a-b\bar b=1 .$$

**Solution.** For every complex $z$, $z\bar z=|z|^2$. Substituting this for $a$ and $b$ gives the claim. In Lean the hypothesis is an equation between real numbers, and `exact_mod_cast` carries it over to the complex numbers.

```lean
/-- The flux condition `|a|² - |b|² = 1` written with complex conjugates. -/
lemma flux_complex {a b : ℂ} (h : ‖a‖ ^ 2 - ‖b‖ ^ 2 = 1) :
    a * conj a - b * conj b = 1 := by
  rw [Complex.mul_conj, Complex.mul_conj, ← Complex.sq_norm, ← Complex.sq_norm]
  exact_mod_cast h
```

## (b) A row of cells is again a cell

Show that for every $N$ there are complex $A,B$ with

$$M^N=\begin{pmatrix} A & B\\ \bar B & \bar A\end{pmatrix},\qquad |A|^2-|B|^2=1 .$$

**Solution.** Use induction on $N$. For $N=0$ take $A=1$, $B=0$. For the step, multiply the matrix for $N$ cells by $M$ from the right. The upper row becomes

$$A'=Aa+B\bar b,\qquad B'=Ab+B\bar a,$$

and the lower row is $(\bar B',\bar A')$. In $|A'|^2-|B'|^2$ the cross terms are $2\,\mathrm{Re}(A\bar B ab)$ in both squares and cancel, which leaves

$$|A'|^2-|B'|^2=(|A|^2-|B|^2)(|a|^2-|b|^2)=1 .$$

Lean checks the matrix product entry by entry. It then expands the squares in real and imaginary parts, and `linear_combination` confirms the factorisation.

```lean
/-- A row of `N` identical flux-conserving cells is described by a single flux-conserving cell. -/
theorem cell_pow_form {a b : ℂ} (h : ‖a‖ ^ 2 - ‖b‖ ^ 2 = 1) (N : ℕ) :
    ∃ A B : ℂ, cell a b ^ N = cell A B ∧ ‖A‖ ^ 2 - ‖B‖ ^ 2 = 1 := by
  induction N with
  | zero =>
    refine ⟨1, 0, ?_, by simp⟩
    rw [pow_zero]
    ext i j
    fin_cases i <;> fin_cases j <;> simp [cell]
  | succ N ih =>
    obtain ⟨A, B, hM, hAB⟩ := ih
    refine ⟨A * a + B * conj b, A * b + B * conj a, ?_, ?_⟩
    · rw [pow_succ, hM]
      ext i j
      fin_cases i <;> fin_cases j <;>
        simp [cell, Matrix.mul_apply, Fin.sum_univ_two] <;> ring
    · -- the flux form is multiplicative
      simp only [Complex.sq_norm, Complex.normSq_apply] at h hAB ⊢
      simp only [Complex.add_re, Complex.add_im, Complex.mul_re, Complex.mul_im,
        Complex.conj_re, Complex.conj_im]
      linear_combination (a.re * a.re + a.im * a.im - (b.re * b.re + b.im * b.im)) * hAB + h
```

## (c) Two entries of the N-cell matrix

Relate the lower right entry to the upper right one:

$$|(M^N)_{11}|^2=1+|(M^N)_{01}|^2 .$$

**Solution.** By (b) these entries are $\bar A$ and $B$, and $|\bar A|^2=|A|^2=1+|B|^2$. In particular $(M^N)_{11}$ is never zero, so the division in the definition of $T_N$ is harmless.

```lean
/-- For `N` flux-conserving cells, `|(M ^ N)₂₂|² = 1 + |(M ^ N)₁₂|²`. -/
theorem norm_sq_diag {a b : ℂ} (h : ‖a‖ ^ 2 - ‖b‖ ^ 2 = 1) (N : ℕ) :
    ‖(cell a b ^ N) 1 1‖ ^ 2 = 1 + ‖(cell a b ^ N) 0 1‖ ^ 2 := by
  obtain ⟨A, B, hM, hAB⟩ := cell_pow_form h N
  have e1 : cell A B 1 1 = conj A := rfl
  have e2 : cell A B 0 1 = B := rfl
  have e3 : ‖conj A‖ = ‖A‖ := RCLike.norm_conj A
  rw [hM, e1, e2, e3]
  linarith
```

## (d) The scattering experiment

A unit wave comes in from the left, $r$ is reflected, $t$ is transmitted, and nothing comes in from the right: $M^N(1,r)^{T}=(t,0)^{T}$. Show that

$$|t|^2=T_N,\qquad |r|^2+|t|^2=1 .$$

**Solution.** With $A,B$ from (b), the two rows read

$$A+Br=t,\qquad \bar B+\bar A r=0 .$$

Multiply the first by $\bar A$ and insert $\bar A r=-\bar B$ from the second:

$$t\bar A=|A|^2-|B|^2=1 .$$

So $|t|^2=1/|A|^2=T_N$. The second row gives $|r|^2=|B|^2/|A|^2$, and the sum is $(1+|B|^2)/|A|^2=1$.

The theorem takes amplitudes $r,t$ that solve the equations as given, in the hypothesis `hs`. The steps `ht` and `hr` are the two relations $t\bar A=1$ and $\bar A r=-\bar B$; `ht'` and `hr'` are their squared absolute values.

```lean
/-- Take `N` identical flux-conserving cells. If a unit wave comes in from the left, `r` is
reflected, `t` is transmitted and nothing comes in from the right, then `|t|²` is the transmission
and `|r|² + |t|² = 1`. -/
theorem scattering_amplitudes {a b r t : ℂ} (h : ‖a‖ ^ 2 - ‖b‖ ^ 2 = 1) (N : ℕ)
    (hs : (cell a b ^ N) *ᵥ ![1, r] = ![t, 0]) :
    ‖t‖ ^ 2 = transmission a b N ∧ ‖r‖ ^ 2 + ‖t‖ ^ 2 = 1 := by
  obtain ⟨A, B, hM, hAB⟩ := cell_pow_form h N
  have e1 : cell A B 1 1 = conj A := rfl
  have nc : ∀ z : ℂ, ‖conj z‖ = ‖z‖ := fun z => RCLike.norm_conj z
  rw [hM] at hs
  have h0 : A + B * r = t := by
    have := congrFun hs 0
    simpa [cell, Matrix.mulVec, dotProduct, Fin.sum_univ_two] using this
  have h1 : conj B + conj A * r = 0 := by
    have := congrFun hs 1
    simpa [cell, Matrix.mulVec, dotProduct, Fin.sum_univ_two] using this
  -- solve the two linear equations for `t` and `r`
  have ht : t * conj A = 1 := by
    linear_combination flux_complex hAB - conj A * h0 + B * h1
  have hr : conj A * r = -conj B := by linear_combination h1
  have ht' : ‖t‖ ^ 2 * ‖A‖ ^ 2 = 1 := by
    rw [← nc A, ← mul_pow, ← norm_mul, ht, norm_one, one_pow]
  have hr' : ‖A‖ ^ 2 * ‖r‖ ^ 2 = ‖B‖ ^ 2 := by
    rw [← nc A, ← mul_pow, ← norm_mul, hr, norm_neg, nc B]
  have hA : 0 < ‖A‖ ^ 2 := by linarith [sq_nonneg ‖B‖]
  constructor
  · unfold transmission
    rw [hM, e1, nc A, eq_div_iff hA.ne']
    exact ht'
  · apply mul_left_cancel₀ hA.ne'
    linear_combination hr' + ht' - hAB
```

## (e) The square of one cell

Express $M^2$ through $M$ and the identity:

$$M^2=(a+\bar a)M-\mathbb 1 .$$

**Solution.** The upper right entry of $M^2$ is $ab+b\bar a=(a+\bar a)b$, as required. The upper left entry is $a^2+b\bar b$, while the right-hand side has $a^2+a\bar a-1$; these agree by (a). The lower row follows by conjugation. This is the Cayley–Hamilton relation for a matrix of determinant 1. In Lean, `ring1` settles the off-diagonal entries, and the diagonal ones use the flux condition `hd`.

```lean
/-- The Cayley–Hamilton relation for one flux-conserving cell. -/
theorem cell_sq {a b : ℂ} (h : ‖a‖ ^ 2 - ‖b‖ ^ 2 = 1) :
    cell a b * cell a b = (a + conj a) • cell a b - 1 := by
  have hd := flux_complex h
  ext i j
  fin_cases i <;> fin_cases j <;> simp [cell, Matrix.mul_apply, Fin.sum_univ_two]
  all_goals first
    | ring1
    | linear_combination -hd
```

## (f) Powers of the cell inside a band

Let $q$ be real with $\mathrm{Re}\,a=\cos q$. Show that

$$\sin q\; M^N=\sin(Nq)\,M-\sin((N-1)q)\,\mathbb 1 .$$

**Solution.** The trace of $M$ is $a+\bar a=2\cos q$ and its determinant is 1, so its eigenvalues are $e^{\pm iq}$, and $q$ is the Bloch phase per cell of the infinite chain. For $N=0$ the right-hand side is $-\sin(-q)\,\mathbb 1=\sin q\,\mathbb 1$. For the step, multiply by $M$ and use (e):

$$\sin q\,M^{N+1}=\bigl[2\cos q\,\sin(Nq)-\sin((N-1)q)\bigr]M-\sin(Nq)\,\mathbb 1 .$$

The bracket is $\sin((N+1)q)$ by the addition theorems.

In the code `ha` is the condition on $\mathrm{Re}\,a$, `e2` is the recursion of the sines, and `module` collects the coefficients of $M$ and $\mathbb 1$. The difference $N-1$ is taken in the real numbers, so it is $-1$ at $N=0$.

```lean
/-- The `N`-cell transfer matrix in terms of the one-cell matrix and the Bloch phase `q`:
`sin q M ^ N = sin (N q) M - sin ((N - 1) q)`. -/
theorem sin_smul_cell_pow {a b : ℂ} {q : ℝ} (h : ‖a‖ ^ 2 - ‖b‖ ^ 2 = 1)
    (ha : a.re = Real.cos q) (N : ℕ) :
    (Real.sin q : ℂ) • cell a b ^ N = (Real.sin (N * q) : ℂ) • cell a b
      - (Real.sin ((N - 1) * q) : ℂ) • (1 : Matrix (Fin 2) (Fin 2) ℂ) := by
  have hs : a + conj a = 2 * (Real.cos q : ℂ) := by
    rw [Complex.add_conj, ha, Complex.ofReal_mul, Complex.ofReal_ofNat]
  induction N with
  | zero => simp
  | succ N ih =>
    have e1 : Real.sin (((N + 1 : ℕ) - 1 : ℝ) * q) = Real.sin (N * q) := by
      congr 1
      push_cast
      ring
    -- three-term recursion of the sines
    have e2 : Real.sin ((N + 1 : ℕ) * q)
        = 2 * Real.cos q * Real.sin (N * q) - Real.sin ((N - 1) * q) := by
      have u : ((N + 1 : ℕ) : ℝ) * q = N * q + q := by
        push_cast
        ring
      have v : ((N : ℝ) - 1) * q = N * q - q := by ring
      rw [u, v, Real.sin_add, Real.sin_sub]
      ring
    rw [pow_succ, ← smul_mul_assoc, ih, sub_mul, smul_mul_assoc, smul_mul_assoc, one_mul,
      cell_sq h, hs, e1, e2]
    simp only [Complex.ofReal_sub, Complex.ofReal_mul, Complex.ofReal_ofNat]
    module
```

## (g) The transmission of N cells

Assume in addition $\sin q\neq 0$, which excludes the band edges. Find the inverse transmission:

$$\frac1{T_N}=1+|b|^2\,\frac{\sin^2(Nq)}{\sin^2 q} .$$

**Solution.** The identity matrix has no upper right entry, so that entry of (f) reads

$$\sin q\,(M^N)_{01}=\sin(Nq)\,b .$$

Take squared absolute values and divide by $\sin^2 q$:

$$|(M^N)_{01}|^2=|b|^2\,\frac{\sin^2(Nq)}{\sin^2 q} .$$

By definition $1/T_N=|(M^N)_{11}|^2$, and (c) adds the 1. In Lean `h01` is the matrix entry, `hn` its squared norm and `hb` the result of the division.

```lean
/-- Transmission of `N` identical flux-conserving cells with Bloch phase `q`, where `sin q ≠ 0`: `1
/ T_N = 1 + |b|² sin² (N q) / sin² q`. -/
theorem inv_transmission {a b : ℂ} {q : ℝ} (h : ‖a‖ ^ 2 - ‖b‖ ^ 2 = 1)
    (ha : a.re = Real.cos q) (hq : Real.sin q ≠ 0) (N : ℕ) :
    1 / transmission a b N
      = 1 + ‖b‖ ^ 2 * Real.sin (N * q) ^ 2 / Real.sin q ^ 2 := by
  have e1 : (1 : Matrix (Fin 2) (Fin 2) ℂ) 0 1 = 0 := by simp
  have e2 : cell a b 0 1 = b := rfl
  -- upper right entry of the power formula
  have h01 := congrArg (fun X : Matrix (Fin 2) (Fin 2) ℂ => X 0 1) (sin_smul_cell_pow h ha N)
  simp only [Matrix.smul_apply, Matrix.sub_apply, smul_eq_mul, e1, e2, mul_zero,
    sub_zero] at h01
  have hn := congrArg (fun z : ℂ => ‖z‖ ^ 2) h01
  simp only [norm_mul, mul_pow, Complex.norm_real, Real.norm_eq_abs, sq_abs] at hn
  have hb : ‖(cell a b ^ N) 0 1‖ ^ 2
      = ‖b‖ ^ 2 * Real.sin (N * q) ^ 2 / Real.sin q ^ 2 := by
    rw [eq_div_iff (pow_ne_zero 2 hq)]
    linarith
  unfold transmission
  rw [one_div_one_div, norm_sq_diag h, hb]
```

## (h) The condition for perfect transmission

Under the same hypotheses, show that

$$T_N=1\iff b=0\ \text{ or }\ \sin(Nq)=0 .$$

**Solution.** By (g), $T_N=1$ holds exactly when $|b|^2\sin^2(Nq)/\sin^2 q=0$. Since $\sin q\neq0$, one of the two factors in the numerator must vanish. Conversely, if one of them vanishes, then $1/T_N=1$.

The case $b=0$ is a cell that does not reflect at all. For $N=1$ it is the only possibility, because $\sin q\neq 0$. For a finite superlattice with non-interacting electrons in one channel and the same lead on both sides, the second case gives the resonances that come from the repetition of the cell: they lie at the energies where $Nq$ is a multiple of $\pi$ and $q$ itself is not.

```lean
/-- If `sin q ≠ 0`, then `N` identical flux-conserving cells with Bloch phase `q` transmit perfectly
exactly when the single cell has `b = 0` or `sin (N q) = 0`. -/
theorem perfect_transmission_iff {a b : ℂ} {q : ℝ} (h : ‖a‖ ^ 2 - ‖b‖ ^ 2 = 1)
    (ha : a.re = Real.cos q) (hq : Real.sin q ≠ 0) (N : ℕ) :
    transmission a b N = 1 ↔ b = 0 ∨ Real.sin (N * q) = 0 := by
  have hT := inv_transmission h ha hq N
  constructor
  · intro h1
    rw [h1] at hT
    have h0 : ‖b‖ ^ 2 * Real.sin (N * q) ^ 2 / Real.sin q ^ 2 = 0 := by linarith
    simpa [hq] using h0
  · intro h1
    have h2 : 1 / transmission a b N = 1 := by
      rw [hT]
      rcases h1 with h1 | h1 <;> simp [h1]
    rw [← one_div_one_div (transmission a b N), h2, one_div_one]
```

## (i) The band edge

Now let $\mathrm{Re}\,a=1$, where (g) does not apply. Show that

$$\frac1{T_N}=1+N^2|b|^2 .$$

**Solution.** Here (e) becomes $M^2=2M-\mathbb 1$. Induction gives

$$M^N=N M-(N-1)\mathbb 1 :$$

this is true for $N=0$, and multiplying by $M$ yields $N(2M-\mathbb 1)-(N-1)M=(N+1)M-N\,\mathbb 1$. The upper right entry is $Nb$, and (c) gives the claim. For $b\neq0$ the transmission therefore falls off as $1/N^2$ for long rows.

The linear power formula is `hp` in the code. The other edge, $\mathrm{Re}\,a=-1$, and the gaps, $|\mathrm{Re}\,a|>1$, are not treated.

```lean
/-- At the band edge `Re a = 1` the inverse transmission of `N` identical flux-conserving cells is
`1 / T_N = 1 + N² |b|²`. -/
theorem inv_transmission_band_edge {a b : ℂ} (h : ‖a‖ ^ 2 - ‖b‖ ^ 2 = 1)
    (ha : a.re = 1) (N : ℕ) :
    1 / transmission a b N = 1 + (N : ℝ) ^ 2 * ‖b‖ ^ 2 := by
  have hs : a + conj a = 2 := by
    rw [Complex.add_conj, ha]
    norm_num
  -- the power formula degenerates to a linear one
  have hp : cell a b ^ N = (N : ℂ) • cell a b
      - ((N : ℂ) - 1) • (1 : Matrix (Fin 2) (Fin 2) ℂ) := by
    induction N with
    | zero => simp
    | succ N ih =>
      rw [pow_succ, ih, sub_mul, smul_mul_assoc, smul_mul_assoc, one_mul, cell_sq h, hs]
      push_cast
      module
  have e1 : (1 : Matrix (Fin 2) (Fin 2) ℂ) 0 1 = 0 := by simp
  have e2 : cell a b 0 1 = b := rfl
  have h01 : (cell a b ^ N) 0 1 = (N : ℂ) * b := by
    rw [hp]
    simp only [Matrix.smul_apply, Matrix.sub_apply, smul_eq_mul, e1, e2, mul_zero, sub_zero]
  unfold transmission
  rw [one_div_one_div, norm_sq_diag h, h01, norm_mul, mul_pow, Complex.norm_natCast]
```

## (j) A cell with numbers

Take $a=5i/4$ and $b=3/4$. Check that the cell conserves flux and has $q=\pi/2$, and show that

$$T_1=\frac{16}{25},\qquad T_2=1 .$$

**Solution.** The flux condition is $25/16-9/16=1$. Also $\mathrm{Re}\,a=0=\cos(\pi/2)$ and $\sin(\pi/2)=1\neq0$, so (g) and (h) apply. For one cell, $1/T_1=1+9/16=25/16$. For two cells, $\sin(2q)=\sin\pi=0$, and (h) gives $T_2=1$. This is the opening example with $\alpha=5/4$ and $b=3/4$.

The theorem joins five statements: the three hypotheses for this cell and the two transmissions.

```lean
/-- The cell with `a = 5i/4`, `b = 3/4` conserves flux and has Bloch phase `π/2`; one such
cell transmits `16/25` of the flux and two transmit all of it. -/
theorem two_cell_resonance_witness :
    ‖(5 / 4 * Complex.I : ℂ)‖ ^ 2 - ‖(3 / 4 : ℂ)‖ ^ 2 = 1 ∧
    (5 / 4 * Complex.I : ℂ).re = Real.cos (Real.pi / 2) ∧ Real.sin (Real.pi / 2) ≠ 0 ∧
    transmission (5 / 4 * Complex.I) (3 / 4) 1 = 16 / 25 ∧
    transmission (5 / 4 * Complex.I) (3 / 4) 2 = 1 := by
  have h : ‖(5 / 4 * Complex.I : ℂ)‖ ^ 2 - ‖(3 / 4 : ℂ)‖ ^ 2 = 1 := by
    norm_num [norm_mul, norm_div, Complex.norm_I]
  have ha : (5 / 4 * Complex.I : ℂ).re = Real.cos (Real.pi / 2) := by
    rw [Real.cos_pi_div_two]
    simp [Complex.mul_re]
  have hq : Real.sin (Real.pi / 2) ≠ 0 := by
    rw [Real.sin_pi_div_two]
    exact one_ne_zero
  refine ⟨h, ha, hq, ?_, ?_⟩
  · have hT := inv_transmission h ha hq 1
    rw [Nat.cast_one, one_mul, Real.sin_pi_div_two] at hT
    have hb : ‖(3 / 4 : ℂ)‖ = 3 / 4 := by norm_num [norm_div]
    rw [hb] at hT
    rw [← one_div_one_div (transmission _ _ 1), hT]
    norm_num
  · refine (perfect_transmission_iff h ha hq 2).mpr (Or.inr ?_)
    have e : ((2 : ℕ) : ℝ) * (Real.pi / 2) = Real.pi := by
      push_cast
      ring
    rw [e, Real.sin_pi]

end

end PeriodicTransferMatrix
```

```lean
#print axioms PeriodicTransferMatrix.scattering_amplitudes
#print axioms PeriodicTransferMatrix.perfect_transmission_iff
#print axioms PeriodicTransferMatrix.inv_transmission_band_edge
```

```
'PeriodicTransferMatrix.scattering_amplitudes' depends on axioms: [propext, Classical.choice, Quot.sound]
'PeriodicTransferMatrix.perfect_transmission_iff' depends on axioms: [propext, Classical.choice, Quot.sound]
'PeriodicTransferMatrix.inv_transmission_band_edge' depends on axioms: [propext, Classical.choice, Quot.sound]
```
